# The damped Fourier transform of −iG(t)G(−t) for finitely many real levels

Take one empty level of energy $e_a$ and one occupied level of energy $e_i$, with $\hbar=1$. The time-ordered Green's function is $G(t)=-i\,e^{-ie_at}$ for $t>0$ and $G(t)=i\,e^{-ie_it}$ for $t<0$. Let $P(t)=-iG(t)G(-t)$ and $D=e_a-e_i$. For $t>0$,

$$P(t)=-i\,(-i\,e^{-ie_at})(i\,e^{ie_it})=-i\,e^{-iDt}.$$

Since $P(t)=P(-t)$, we have $P(t)=-i\,e^{iDt}$ for $t<0$. With a damping factor $e^{-\eta|t|}$, $\eta>0$, the two half-lines give

$$-i\int_0^\infty e^{(i(\omega-D)-\eta)t}\,dt=\frac{i}{i(\omega-D)-\eta}=\frac{1}{\omega-D+i\eta},$$

$$-i\int_{-\infty}^0 e^{(i(\omega+D)+\eta)t}\,dt=\frac{-i}{i(\omega+D)+\eta}=-\frac{1}{\omega+D-i\eta}.$$

Each half-line supplies one pole. With several levels the same calculation is done for each particle-hole pair.

With orbitals included, the product becomes $P(x,y,t)=-iG(x,y,t)G(y,x,-t)$. In Hedin's equations this is the polarization with the vertex replaced by its lowest-order, local form. For a non-interacting Green's function with finitely many levels, it is the quantity from which a GW calculation builds the screened interaction. The screened interaction, the self-energy and self-consistency are not treated here.

## Real energies: phases that neither grow nor decay

```lean
import Mathlib

open Complex MeasureTheory Set ComplexConjugate

namespace HedinPolarization

noncomputable section

/-- Empty levels `V` and occupied levels `O`, each with a real energy and a complex orbital on
the set of points `X`. -/
structure Levels (X V O : Type*) where
  /-- energies of the empty levels -/
  emptyE : V → ℝ
  /-- energies of the occupied levels -/
  occE : O → ℝ
  /-- orbitals of the empty levels -/
  emptyOrb : V → X → ℂ
  /-- orbitals of the occupied levels -/
  occOrb : O → X → ℂ

variable {X V O : Type*}

/-- The energy difference of a particle-hole pair. -/
def gap (L : Levels X V O) (p : V × O) : ℝ := L.emptyE p.1 - L.occE p.2

/-- The product of orbitals with which a particle-hole pair enters the polarization. -/
def pairAmp (L : Levels X V O) (p : V × O) (x y : X) : ℂ :=
  L.emptyOrb p.1 x * conj (L.emptyOrb p.1 y) * (L.occOrb p.2 y * conj (L.occOrb p.2 x))

/-- Levels at a single point with all orbital amplitudes equal to one. -/
def bare (e : V → ℝ) (o : O → ℝ) : Levels Unit V O := ⟨e, o, fun _ _ => 1, fun _ _ => 1⟩
```

`Levels` assigns each empty level $a$ in `V` and each occupied level $i$ in `O` a real energy and a complex orbital $\varphi$ on a set of points `X`. A pair $p=(a,i)$ has the energy difference $D_p=e_a-e_i$, called `gap`, and the amplitude

$$M_p(x,y)=\varphi_a(x)\varphi_a^*(y)\,\varphi_i(y)\varphi_i^*(x),$$

called `pairAmp`. `bare` is the case of a single point with all amplitudes equal to one.

Real energies describe levels of infinite lifetime. In the derivation they make $|e^{-iD_pt}|=1$, so the damping factor alone fixes the decay. The proof of the main theorem uses this where `simpa using hη` computes the real parts of the exponents, which are $-\eta$ and $+\eta$.

With complex energies, the imaginary part of $D_p$ would add to or subtract from $\eta$. For a single pair of non-zero amplitude, a product of the two exponentials that decays with $|t|$ would broaden the poles further, and one that grows would make the integral diverge unless $\eta$ exceeded the growth rate of the product.

Neither orthonormal orbitals nor positive gaps are assumed. In a ground state with $D_p>0$, the formula places the poles at $D_p-i\eta$ and $-D_p+i\eta$.

## Time order: empty levels forwards, occupied levels backwards

```lean
variable [Fintype V] [Fintype O]

/-- The time-ordered Green's function: empty levels contribute at positive times, occupied levels
at negative times, and the single instant `t = 0` is given the value zero. -/
def greens (L : Levels X V O) (x y : X) (t : ℝ) : ℂ :=
  if 0 < t then
    -I * ∑ a, L.emptyOrb a x * conj (L.emptyOrb a y) * Complex.exp (-I * L.emptyE a * t)
  else if t < 0 then
    I * ∑ i, L.occOrb i x * conj (L.occOrb i y) * Complex.exp (-I * L.occE i * t)
  else 0

/-- The polarization `P(x,y,t) = -i G(x,y,t) G(y,x,-t)`. -/
def polarization (L : Levels X V O) (x y : X) (t : ℝ) : ℂ :=
  -I * greens L x y t * greens L y x (-t)

/-- The damped Fourier integrand `exp (iωt - η|t|) P(x,y,t)`. -/
def damped (L : Levels X V O) (η ω : ℝ) (x y : X) (t : ℝ) : ℂ :=
  Complex.exp (I * ω * t - η * (|t| : ℝ)) * polarization L x y t

/-- The polarization at frequency `ω` with damping `η`. -/
def polarizationFreq (L : Levels X V O) (η ω : ℝ) (x y : X) : ℂ :=
  ∫ t : ℝ, damped L η ω x y t
```

An added electron propagates forwards in an empty level, and a hole is represented by backward propagation in an occupied one. `greens` builds this in by its case distinction. It sets $G$ to zero at $t=0$, where the physical function can jump; a single instant does not affect the integral. Spin is not summed over, so a spin-degenerate system needs its own factor. `damped` is the integrand $e^{i\omega t-\eta|t|}P(x,y,t)$, and `polarizationFreq` is its integral over all times, without a factor $1/2\pi$.

For $t>0$ the product $G(x,y,t)G(y,x,-t)$ contains one forward and one backward factor, so

$$P(x,y,t)=-i\,(-i)(i)\sum_{a,i}M_{(a,i)}(x,y)\,e^{-ie_at}e^{ie_it}=-i\sum_pM_p(x,y)\,e^{-iD_pt}.$$

Exchanging the points swaps the two factors of $G$, which gives $P(x,y,t)=P(y,x,-t)$. Hence for $t<0$

$$P(x,y,t)=-i\sum_pM_p(y,x)\,e^{iD_pt}.$$

```lean
/-- Exchanging the two points is the same as reversing time in the polarization. -/
theorem polarization_swap (L : Levels X V O) (x y : X) (t : ℝ) :
    polarization L x y t = polarization L y x (-t) := by
  unfold polarization
  rw [neg_neg]
  ring

/-- At positive times the polarization is a sum over particle-hole pairs, each oscillating at
its energy difference. -/
theorem polarization_of_pos (L : Levels X V O) (x y : X) {t : ℝ} (ht : 0 < t) :
    polarization L x y t =
      ∑ p : V × O, -I * pairAmp L p x y * Complex.exp (-I * gap L p * t) := by
  have h1 : ¬ (0 < -t) := by linarith
  have h2 : -t < 0 := by linarith
  have key : ∀ A B : ℂ, -I * (-I * A) * (I * B) = -I * (A * B) := by
    intro A B
    linear_combination (I * A * B) * I_sq
  unfold polarization greens
  rw [if_pos ht, if_neg h1, if_pos h2, key, Finset.sum_mul_sum, Fintype.sum_prod_type,
    Finset.mul_sum]
  refine Finset.sum_congr rfl fun a _ => ?_
  rw [Finset.mul_sum]
  refine Finset.sum_congr rfl fun i _ => ?_
  -- the two phases combine into one at the energy difference
  have e : Complex.exp (-I * gap L (a, i) * t) =
      Complex.exp (-I * L.emptyE a * t) * Complex.exp (-I * L.occE i * ((-t : ℝ) : ℂ)) := by
    rw [← Complex.exp_add]
    congr 1
    simp only [gap]
    push_cast
    ring
  rw [e]
  simp only [pairAmp]
  ring
```

`polarization_swap` is the exchange of factors. In `polarization_of_pos`, the step `key` collects the factors of $i$, `Finset.sum_mul_sum` turns the product of sums into a sum over pairs, and `e` merges the two phases into one at the energy difference.

If the same levels contributed in both time directions, each would also pair with itself, giving terms with $D=0$.

## Finitely many levels: the sum leaves the integral

A finite set of levels corresponds to a finite basis. By hand, it permits the exchange of sum and integral without further argument. For coefficients $c_k$ and exponents $z_k$,

$$\int_0^\infty\sum_kc_ke^{z_kt}\,dt=-\sum_k\frac{c_k}{z_k}\quad(\operatorname{Re}z_k<0),$$

$$\int_{-\infty}^0\sum_kc_ke^{z_kt}\,dt=\sum_k\frac{c_k}{z_k}\quad(\operatorname{Re}z_k>0).$$

```lean
/-- A finite sum of exponentials decaying forwards in time is integrable over positive times,
with the elementary integral. -/
theorem integral_forward {κ : Type*} [Fintype κ] (c z : κ → ℂ) (hz : ∀ k, (z k).re < 0) :
    IntegrableOn (fun t : ℝ => ∑ k, c k * Complex.exp (z k * t)) (Ioi 0) ∧
      ∫ t in Ioi (0 : ℝ), ∑ k, c k * Complex.exp (z k * t) = ∑ k, -(c k / z k) := by
  have h : ∀ k, Integrable (fun t : ℝ => c k * Complex.exp (z k * t))
      (volume.restrict (Ioi 0)) :=
    fun k => Integrable.const_mul (integrableOn_exp_mul_complex_Ioi (hz k) 0) (c k)
  refine ⟨integrable_finsetSum _ fun k _ => h k, ?_⟩
  rw [integral_finsetSum _ fun k _ => h k]
  refine Finset.sum_congr rfl fun k _ => ?_
  rw [integral_const_mul, integral_exp_mul_complex_Ioi (hz k) 0]
  simp [div_eq_mul_inv]

/-- A finite sum of exponentials decaying backwards in time is integrable up to time zero,
with the elementary integral. -/
theorem integral_backward {κ : Type*} [Fintype κ] (c z : κ → ℂ) (hz : ∀ k, 0 < (z k).re) :
    IntegrableOn (fun t : ℝ => ∑ k, c k * Complex.exp (z k * t)) (Iic 0) ∧
      ∫ t in Iic (0 : ℝ), ∑ k, c k * Complex.exp (z k * t) = ∑ k, c k / z k := by
  have h : ∀ k, Integrable (fun t : ℝ => c k * Complex.exp (z k * t))
      (volume.restrict (Iic 0)) :=
    fun k => Integrable.const_mul (integrableOn_exp_mul_complex_Iic (hz k) 0) (c k)
  refine ⟨integrable_finsetSum _ fun k _ => h k, ?_⟩
  rw [integral_finsetSum _ fun k _ => h k]
  refine Finset.sum_congr rfl fun k _ => ?_
  rw [integral_const_mul, integral_exp_mul_complex_Iic (hz k) 0]
  simp [div_eq_mul_inv]
```

Both lemmas first show that each exponential is integrable, then exchange sum and integral with `integral_finsetSum`, and finally insert the elementary integral.

For infinitely many levels convergence is a separate question. With infinitely many empty levels of unit amplitude, for example, the series for $G(t)$ itself converges at no $t>0$, because its terms do not tend to zero. If either set of levels is empty, there are no pairs and both sides of the formula vanish.

## Positive damping: a convergent integral

The parameter $\eta$ switches off correlations between distant times. It stands for the infinitesimal of the time-ordered formalism but is kept finite here. On the two half-lines the exponents are

$$i(\omega-D_p)-\eta=i(\omega-D_p+i\eta),\qquad i(\omega+D_p)+\eta=i(\omega+D_p-i\eta).$$

Using the half-line integrals with coefficients $-iM_p(x,y)$ and $-iM_p(y,x)$, and cancelling $i$, gives

$$\int_{-\infty}^{\infty}e^{i\omega t-\eta|t|}P(x,y,t)\,dt=\sum_p\left[\frac{M_p(x,y)}{\omega-D_p+i\eta}-\frac{M_p(y,x)}{\omega+D_p-i\eta}\right].$$

```lean
/-- For `η > 0` the damped polarization is integrable over all times, and its Fourier integral
is a sum over particle-hole pairs of two terms, with denominators `ω - D + iη` and
`ω + D - iη`. -/
theorem polarizationFreq_eq (L : Levels X V O) {η : ℝ} (hη : 0 < η) (ω : ℝ) (x y : X) :
    Integrable (damped L η ω x y) ∧ polarizationFreq L η ω x y = ∑ p : V × O,
      (pairAmp L p x y / (ω - gap L p + I * η) - pairAmp L p y x / (ω + gap L p - I * η)) := by
  -- the integrand on each half-line is a finite sum of decaying exponentials
  have hpos : EqOn (fun t : ℝ => ∑ p : V × O, (-I * pairAmp L p x y) *
      Complex.exp ((I * (ω - gap L p) - η) * t)) (damped L η ω x y) (Ioi 0) := by
    intro t ht
    have ht' : 0 < t := ht
    dsimp only [damped]
    rw [polarization_of_pos L x y ht', abs_of_pos ht', Finset.mul_sum]
    refine Finset.sum_congr rfl fun p _ => ?_
    rw [mul_left_comm, ← Complex.exp_add]
    congr 2
    ring
  have hneg : EqOn (fun t : ℝ => ∑ p : V × O, (-I * pairAmp L p y x) *
      Complex.exp ((I * (ω + gap L p) + η) * t)) (damped L η ω x y) (Iio 0) := by
    intro t ht
    have ht' : t < 0 := ht
    dsimp only [damped]
    rw [polarization_swap, polarization_of_pos L y x (neg_pos.mpr ht'), abs_of_neg ht',
      Finset.mul_sum]
    refine Finset.sum_congr rfl fun p _ => ?_
    rw [mul_left_comm, ← Complex.exp_add]
    congr 2
    push_cast
    ring
  obtain ⟨i1, v1⟩ := integral_forward (fun p : V × O => -I * pairAmp L p x y)
    (fun p => I * (ω - gap L p) - η) (fun p => by simpa using hη)
  obtain ⟨i2, v2⟩ := integral_backward (fun p : V × O => -I * pairAmp L p y x)
    (fun p => I * (ω + gap L p) + η) (fun p => by simpa using hη)
  have j1 : IntegrableOn (damped L η ω x y) (Ioi 0) := i1.congr_fun hpos measurableSet_Ioi
  have j2 : IntegrableOn (damped L η ω x y) (Iic 0) :=
    (integrableOn_Iic_iff_integrableOn_Iio (by exact enorm_ne_top)).mpr
      ((i2.mono_set Iio_subset_Iic_self).congr_fun hneg measurableSet_Iio)
  have hint : Integrable (damped L η ω x y) := by
    rw [← integrableOn_univ, ← Iic_union_Ioi (a := (0 : ℝ))]
    exact j2.union j1
  have w1 := (setIntegral_congr_fun (μ := volume) measurableSet_Ioi hpos).symm.trans v1
  have w2 := (setIntegral_congr_fun (μ := volume) measurableSet_Iio hneg).symm.trans
    (integral_Iic_eq_integral_Iio.symm.trans v2)
  refine ⟨hint, ?_⟩
  unfold polarizationFreq
  rw [← integral_add_compl measurableSet_Ioi hint, compl_Ioi, integral_Iic_eq_integral_Iio,
    w1, w2, ← Finset.sum_add_distrib]
  refine Finset.sum_congr rfl fun p _ => ?_
  -- a common factor `i` cancels in each term
  have d1 : I * ((ω : ℂ) - gap L p) - η = I * (ω - gap L p + I * η) := by
    linear_combination (-(η : ℂ)) * I_sq
  have d2 : I * ((ω : ℂ) + gap L p) + η = I * (ω + gap L p - I * η) := by
    linear_combination (η : ℂ) * I_sq
  have c : ∀ a b : ℂ, -I * a / (I * b) = -(a / b) := fun a b => by
    rw [neg_mul, neg_div, mul_div_mul_left _ _ I_ne_zero]
  rw [d1, d2, c, c]
  ring
```

For every real $\omega$ and every pair of points, `polarizationFreq_eq` states that the damped integrand is integrable over the whole line and that its integral has this value. The steps `hpos` and `hneg` rewrite the integrand on the half-lines. The hypothesis `hη` then supplies the decay that `integral_forward` and `integral_backward` require. The half-lines are joined to give `hint`, and `d1`, `d2` and `c` carry out the cancellation of $i$.

At $\eta=0$ a single pair of unit amplitude gives an integrand of modulus one at every $t\neq0$, which is not integrable; Lean would assign its integral the value zero. For $\eta<0$ that integrand grows.

## Exchange symmetry and the bare-level formula

The same condition $\eta>0$ carries over to two consequences. Replacing $\omega$ by $-\omega$ and exchanging $x$ with $y$ turns each of the two terms into the other, signs included, so the polarization is unchanged.

```lean
/-- Exchanging the two points is the same as reversing the sign of the frequency. -/
theorem polarizationFreq_swap (L : Levels X V O) {η : ℝ} (hη : 0 < η) (ω : ℝ) (x y : X) :
    polarizationFreq L η ω x y = polarizationFreq L η (-ω) y x := by
  rw [(polarizationFreq_eq L hη ω x y).2, (polarizationFreq_eq L hη (-ω) y x).2]
  refine Finset.sum_congr rfl fun p _ => ?_
  have d1 : ((-ω : ℝ) : ℂ) - gap L p + I * η = -(ω + gap L p - I * η) := by
    push_cast
    ring
  have d2 : ((-ω : ℝ) : ℂ) + gap L p - I * η = -(ω - gap L p + I * η) := by
    push_cast
    ring
  rw [d1, d2, div_neg, div_neg]
  ring
```

The last result shows the energy dependence without the orbital factors. It does not describe a physical one-point system, since two non-zero orbitals on a single point cannot be orthogonal. Setting every amplitude to one gives $M_p=1$, and the sum becomes

$$\sum_i\sum_a\left[\frac{1}{\omega-(e_a-e_i)+i\eta}-\frac{1}{\omega+(e_a-e_i)-i\eta}\right].$$

```lean
/-- For bare levels the damped Fourier integral of `-i G(t) G(-t)` is the sum over empty and
occupied levels of `1/(ω - D + iη) - 1/(ω + D - iη)`, with `D` the energy difference. -/
theorem bare_polarizationFreq (e : V → ℝ) (o : O → ℝ) {η : ℝ} (hη : 0 < η) (ω : ℝ) :
    polarizationFreq (bare e o) η ω () () = ∑ i, ∑ a,
      (1 / ((ω : ℂ) - (e a - o i) + I * η) - 1 / ((ω : ℂ) + (e a - o i) - I * η)) := by
  rw [(polarizationFreq_eq (bare e o) hη ω () ()).2, Fintype.sum_prod_type, Finset.sum_comm]
  simp [pairAmp, gap, bare]

end

end HedinPolarization
```

```lean
#print axioms HedinPolarization.polarizationFreq_swap
#print axioms HedinPolarization.bare_polarizationFreq
```

```
'HedinPolarization.polarizationFreq_swap' depends on axioms: [propext, Classical.choice, Quot.sound]
'HedinPolarization.bare_polarizationFreq' depends on axioms: [propext, Classical.choice, Quot.sound]
```

`polarizationFreq_swap` applies the main formula to both sides and compares them pair by pair. `bare_polarizationFreq` specialises it to `bare e o` and splits the sum over pairs into sums over $i$ and $a$.

## Damping each Green's function, and the retarded response

The damping could be placed in the Green's function instead, as a factor $e^{-\delta|t|}$ on each $G$. The product would then carry $e^{-2\delta|t|}$, and the formula would hold with $\eta=2\delta$. This matters when a broadening chosen for $G$ is compared with one chosen for $P$.

The forward integral alone would also give the retarded counterpart. Starting from $-i\sum_p[M_p(x,y)e^{-iD_pt}-M_p(y,x)e^{iD_pt}]$ for $t>0$ and zero for $t<0$, the damped transform is

$$\sum_p\left[\frac{M_p(x,y)}{\omega-D_p+i\eta}-\frac{M_p(y,x)}{\omega+D_p+i\eta}\right].$$

Both poles now lie in the lower half-plane. These two variants are derived here by hand only.
